# Multipole expansion of 1/‖x − y‖ with a bound on the truncation error

A unit charge sits at $y$, near the origin, and its potential is wanted at a point $x$ farther out. In units where the Coulomb constant is one, the potential is $1/\|x-y\|$. Expanding it in powers of $\|y\|/\|x\|$ gives monopole, dipole, quadrupole and higher terms. If the expansion stops after order $p$, how large can the error be?

With $t=\|y\|/\|x\|$ and $\theta$ the angle between $x$ and $y$, the question concerns the function $(1-2t\cos\theta+t^2)^{-1/2}$ for $t<1$. Its expansion coefficients can be written as finite cosine sums, from which the error bound follows.

```lean
import Mathlib

open Finset ComplexConjugate

namespace MultipoleExpansion

noncomputable section
```

## Coefficients and angular functions

Let $a_k=\binom{2k}{k}/4^k$, so that $a_0=1$, $a_1=\tfrac12$, $a_2=\tfrac38$. In Lean this is `coef k`.

```lean
/-- The coefficient `a_k = C(2k,k) / 4^k`. -/
def coef (k : ℕ) : ℝ := (Nat.centralBinom k : ℝ) / 4 ^ k
```

The angular function of order $l$ is

$$P_l(\theta)=\sum_{k=0}^{l}a_k\,a_{l-k}\cos\big((l-2k)\theta\big).$$

It is called `angular l θ` and takes the angle as its argument; textbooks write the same function as the Legendre polynomial $P_l(\cos\theta)$.

```lean
/-- The angular function `P_l(θ)` of the multipole expansion, written as a finite cosine sum. -/
def angular (l : ℕ) (θ : ℝ) : ℝ :=
  ∑ k ∈ range (l + 1), coef k * coef (l - k) * Real.cos (((l : ℝ) - 2 * k) * θ)
```

The derivation also uses the complex number $te^{\mathrm i\theta}$, with $\mathrm i$ the imaginary unit and $i,j$ kept for indices.

```lean
/-- The complex number `t exp(iθ)`. -/
def phasor (t θ : ℝ) : ℂ := (t : ℂ) * Complex.exp ((θ : ℂ) * Complex.I)
```

## The products of coefficients sum to one

From $\binom{2k+2}{k+1}=\frac{2(2k+1)}{k+1}\binom{2k}{k}$, division by $4^{k+1}$ gives

$$(k+1)\,a_{k+1}=(k+\tfrac12)\,a_k .$$

```lean
/-- The coefficients obey the recurrence `(k+1) a_(k+1) = (k+1/2) a_k`. -/
theorem coef_succ (k : ℕ) : ((k : ℝ) + 1) * coef (k + 1) = ((k : ℝ) + 1 / 2) * coef k := by
  have h : ((k : ℝ) + 1) * (Nat.centralBinom (k + 1) : ℝ)
      = 2 * (2 * k + 1) * (Nat.centralBinom k : ℝ) := by
    exact_mod_cast Nat.succ_mul_centralBinom_succ k
  unfold coef
  calc ((k : ℝ) + 1) * ((Nat.centralBinom (k + 1) : ℝ) / 4 ^ (k + 1))
      = (((k : ℝ) + 1) * (Nat.centralBinom (k + 1) : ℝ)) / (4 ^ k * 4) := by
        rw [pow_succ]; ring
    _ = _ := by rw [h]; ring
```

Let $S_l=\sum_{i+j=l}a_ia_j$. Exchanging $i$ and $j$ shows that $2\sum_{i+j=l}i\,a_ia_j=l\,S_l$, which is `weight` in the code. At order $l+1$ the term with $i=0$ vanishes, and the recurrence (`shift`) gives

$$\tfrac{l+1}{2}S_{l+1}=\sum_{i+j=l}(i+1)a_{i+1}a_j=\sum_{i+j=l}(i+\tfrac12)a_ia_j=\tfrac{l+1}{2}S_l .$$

Hence $S_{l+1}=S_l$, and $S_0=1$ starts the induction. The set of pairs with $i+j=l$ is `antidiagonal l`.

```lean
/-- The products `a_i a_j` with `i + j = l` sum to one. -/
theorem coef_convolution (l : ℕ) : ∑ p ∈ antidiagonal l, coef p.1 * coef p.2 = 1 := by
  -- by symmetry the mean of the first index is half the total
  have weight : ∀ n : ℕ, 2 * ∑ p ∈ antidiagonal n, (p.1 : ℝ) * (coef p.1 * coef p.2)
      = n * ∑ p ∈ antidiagonal n, coef p.1 * coef p.2 := by
    intro n
    have hs : ∑ p ∈ antidiagonal n, (p.1 : ℝ) * (coef p.1 * coef p.2)
        = ∑ p ∈ antidiagonal n, (p.2 : ℝ) * (coef p.1 * coef p.2) := by
      rw [← Finset.Nat.sum_antidiagonal_swap]
      refine sum_congr rfl fun p _ => ?_
      simp only [Prod.fst_swap, Prod.snd_swap]
      ring
    have ht : ∑ p ∈ antidiagonal n, (p.1 : ℝ) * (coef p.1 * coef p.2)
        + ∑ p ∈ antidiagonal n, (p.2 : ℝ) * (coef p.1 * coef p.2)
        = n * ∑ p ∈ antidiagonal n, coef p.1 * coef p.2 := by
      rw [← sum_add_distrib, mul_sum]
      refine sum_congr rfl fun p hp => ?_
      have h : (p.1 : ℝ) + p.2 = n := by exact_mod_cast mem_antidiagonal.mp hp
      rw [← h]; ring
    linarith
  induction l with
  | zero => simp [coef]
  | succ l ih =>
    -- the recurrence lowers the total index by one
    have shift : ∑ p ∈ antidiagonal (l + 1), (p.1 : ℝ) * (coef p.1 * coef p.2)
        = ∑ p ∈ antidiagonal l, ((p.1 : ℝ) + 1 / 2) * (coef p.1 * coef p.2) := by
      rw [Finset.Nat.sum_antidiagonal_succ]
      simp only [Nat.cast_zero, zero_mul, zero_add]
      refine sum_congr rfl fun p _ => ?_
      push_cast
      linear_combination coef p.2 * coef_succ p.1
    have split : ∑ p ∈ antidiagonal l, ((p.1 : ℝ) + 1 / 2) * (coef p.1 * coef p.2)
        = ∑ p ∈ antidiagonal l, (p.1 : ℝ) * (coef p.1 * coef p.2)
          + 1 / 2 * ∑ p ∈ antidiagonal l, coef p.1 * coef p.2 := by
      rw [mul_sum, ← sum_add_distrib]
      exact sum_congr rfl fun p _ => by ring
    have h1 := weight (l + 1)
    have h0 := weight l
    rw [ih] at h0 split
    push_cast at h1
    have hl : (l : ℝ) + 1 ≠ 0 := by positivity
    apply mul_left_cancel₀ hl
    linarith
```

The coefficients are also non-negative.

```lean
lemma coef_nonneg (k : ℕ) : 0 ≤ coef k := by unfold coef; positivity
```

Written over pairs, with $i=k$ and $j=l-k$, the angular function is $P_l(\theta)=\sum_{i+j=l}a_ia_j\cos((j-i)\theta)$.

```lean
lemma angular_eq (l : ℕ) (θ : ℝ) : angular l θ =
    ∑ p ∈ antidiagonal l, coef p.1 * coef p.2 * Real.cos (((p.2 : ℝ) - p.1) * θ) := by
  rw [Finset.Nat.sum_antidiagonal_eq_sum_range_succ_mk, angular]
  refine sum_congr rfl fun k hk => ?_
  have hkl : k ≤ l := Nat.lt_succ_iff.mp (mem_range.mp hk)
  have h : ((l - k : ℕ) : ℝ) - k = l - 2 * k := by rw [Nat.cast_sub hkl]; ring
  simp only [h]
```

This is a weighted mean of cosines, with non-negative weights that sum to one. The triangle inequality and $|\cos|\le1$ therefore give $|P_l(\theta)|\le1$ for every order and every real angle.

```lean
/-- The angular functions are bounded by one: `|P_l(θ)| ≤ 1`. -/
theorem abs_angular_le_one (l : ℕ) (θ : ℝ) : |angular l θ| ≤ 1 := by
  rw [angular_eq]
  refine (abs_sum_le_sum_abs _ _).trans ((sum_le_sum fun p _ => ?_).trans
    (coef_convolution l).le)
  have h := mul_nonneg (coef_nonneg p.1) (coef_nonneg p.2)
  rw [abs_mul, abs_of_nonneg h]
  exact mul_le_of_le_one_right h (Real.abs_cos_le_one _)
```

## A power series that squares to 1/(1 − z)

Since $a_ka_0=a_k$ is one of the non-negative terms in $S_k=1$, each $a_k\le1$. For complex $|z|<1$ the series $f(z)=\sum_k a_kz^k$ then converges absolutely, by comparison with a geometric series.

```lean
lemma summable_coef {z : ℂ} (hz : ‖z‖ < 1) : Summable fun k => ‖(coef k : ℂ) * z ^ k‖ := by
  refine Summable.of_nonneg_of_le (fun _ => norm_nonneg _) (fun k => ?_)
    (summable_geometric_of_lt_one (norm_nonneg z) hz)
  have h1 : coef k ≤ 1 := by
    have h := single_le_sum (f := fun p : ℕ × ℕ => coef p.1 * coef p.2)
      (fun p _ => mul_nonneg (coef_nonneg p.1) (coef_nonneg p.2))
      (show (k, 0) ∈ antidiagonal k by simp)
    rw [coef_convolution] at h
    simpa [coef] using h
  rw [norm_mul, norm_pow, Complex.norm_real, Real.norm_of_nonneg (coef_nonneg k)]
  exact mul_le_of_le_one_left (by positivity) h1
```

Absolute convergence permits the Cauchy product:

$$f(z)^2=\sum_n\Big(\sum_{i+j=n}a_ia_j\Big)z^n=\sum_n z^n=\frac1{1-z}.$$

```lean
/-- For `|z| < 1` the series `∑ a_k z^k` squares to `1/(1-z)`. -/
theorem series_sq {z : ℂ} (hz : ‖z‖ < 1) :
    (∑' k, (coef k : ℂ) * z ^ k) ^ 2 = (1 - z)⁻¹ := by
  have h := summable_coef hz
  rw [sq, tsum_mul_tsum_eq_tsum_sum_antidiagonal_of_summable_norm h h,
    ← tsum_geometric_of_norm_lt_one hz]
  refine tsum_congr fun n => ?_
  calc _ = ∑ p ∈ antidiagonal n, ((coef p.1 * coef p.2 : ℝ) : ℂ) * z ^ n := by
        refine sum_congr rfl fun p hp => ?_
        rw [← mem_antidiagonal.mp hp, pow_add]; push_cast; ring
    _ = z ^ n := by rw [← sum_mul, ← Complex.ofReal_sum, coef_convolution]; simp
```

## The generating function

Take $z=te^{-\mathrm i\theta}$, which is `phasor t (-θ)`, with $t$ real. Its modulus is $|t|$ and its conjugate is $te^{\mathrm i\theta}$.

```lean
lemma norm_phasor (t θ : ℝ) : ‖phasor t θ‖ = |t| := by
  rw [phasor, norm_mul, Complex.norm_exp_ofReal_mul_I, mul_one, Complex.norm_real,
    Real.norm_eq_abs]

lemma conj_phasor (t θ : ℝ) : conj (phasor t (-θ)) = phasor t θ := by
  rw [phasor, phasor, map_mul, Complex.conj_ofReal, ← Complex.exp_conj, map_mul,
    Complex.conj_ofReal, Complex.conj_I, Complex.ofReal_neg, neg_mul_neg]
```

Moreover,

$$|1-z|^2=(1-t\cos\theta)^2+t^2\sin^2\theta=1-2t\cos\theta+t^2 .$$

Lean's `Complex.normSq` is this squared modulus.

```lean
lemma normSq_one_sub (t θ : ℝ) :
    Complex.normSq (1 - phasor t (-θ)) = 1 - 2 * t * Real.cos θ + t ^ 2 := by
  have hre : (phasor t (-θ)).re = t * Real.cos θ := by
    rw [phasor, Complex.re_ofReal_mul, Complex.exp_ofReal_mul_I_re, Real.cos_neg]
  have him : (phasor t (-θ)).im = -(t * Real.sin θ) := by
    rw [phasor, Complex.im_ofReal_mul, Complex.exp_ofReal_mul_I_im, Real.sin_neg]; ring
  rw [Complex.normSq_apply, Complex.sub_re, Complex.sub_im, Complex.one_re, Complex.one_im,
    hre, him]
  linear_combination t ^ 2 * Real.sin_sq_add_cos_sq θ
```

A typical term of the product $f(z)f(\bar z)$ is

$$a_iz^i\,a_j\bar z^j=t^{i+j}a_ia_j\,e^{\mathrm i(j-i)\theta},$$

with real part $t^{i+j}a_ia_j\cos((j-i)\theta)$.

```lean
lemma term_re (t θ : ℝ) (i j : ℕ) :
    (((coef i : ℂ) * phasor t (-θ) ^ i) * ((coef j : ℂ) * phasor t θ ^ j)).re
      = t ^ (i + j) * (coef i * coef j * Real.cos (((j : ℝ) - i) * θ)) := by
  have hx : Complex.exp (((((j : ℝ) - i) * θ : ℝ) : ℂ) * Complex.I)
      = Complex.exp (((-θ : ℝ) : ℂ) * Complex.I) ^ i
        * Complex.exp ((θ : ℂ) * Complex.I) ^ j := by
    rw [← Complex.exp_nat_mul, ← Complex.exp_nat_mul, ← Complex.exp_add]
    congr 1; push_cast; ring
  have h : ((coef i : ℂ) * phasor t (-θ) ^ i) * ((coef j : ℂ) * phasor t θ ^ j)
      = ((t ^ (i + j) * (coef i * coef j) : ℝ) : ℂ)
        * Complex.exp (((((j : ℝ) - i) * θ : ℝ) : ℂ) * Complex.I) := by
    rw [hx, phasor, phasor, mul_pow, mul_pow, pow_add]; push_cast; ring
  rw [h, Complex.re_ofReal_mul, Complex.exp_ofReal_mul_I_re]; ring
```

Collecting the terms with $i+j=l$ and taking real parts gives $t^lP_l(\theta)$. Because the $a_k$ are real, $f(\bar z)=\overline{f(z)}$, so the product is $|f(z)|^2$. Its square is $|f(z)^2|^2=1/|1-z|^2$, and since $|f(z)|^2\ge0$,

$$\sum_{l\ge0}t^lP_l(\theta)=|f(z)|^2=\frac1{\sqrt{1-2t\cos\theta+t^2}} .$$

Only the root of a non-negative real number is taken, so no branch of the complex square root has to be chosen. `HasSum` says that the series converges to the stated value. The theorem allows every real $t$ with $|t|<1$. In the proof, `hc` is the conjugation step, `hsq` the value of $|f(z)|^4$, and `Complex.reCLM` passes the sum to real parts.

```lean
/-- Generating function: for `|t| < 1` the series `∑ t^l P_l(θ)` converges to
`1/√(1 - 2t cos θ + t²)`. -/
theorem hasSum_angular {t : ℝ} (ht : |t| < 1) (θ : ℝ) :
    HasSum (fun l => t ^ l * angular l θ) (√(1 - 2 * t * Real.cos θ + t ^ 2))⁻¹ := by
  have hz : ‖phasor t (-θ)‖ < 1 := by rwa [norm_phasor]
  have hw : ‖phasor t θ‖ < 1 := by rwa [norm_phasor]
  have sz := summable_coef hz
  have sw := summable_coef hw
  have hs := (summable_norm_sum_mul_antidiagonal_of_summable_norm sz sw).of_norm.hasSum
  rw [← tsum_mul_tsum_eq_tsum_sum_antidiagonal_of_summable_norm sz sw] at hs
  -- the two factors are complex conjugates of each other
  have hc : ∑' k, (coef k : ℂ) * phasor t θ ^ k
      = conj (∑' k, (coef k : ℂ) * phasor t (-θ) ^ k) := by
    rw [Complex.conj_tsum]
    refine tsum_congr fun k => ?_
    rw [map_mul, map_pow, Complex.conj_ofReal, conj_phasor]
  have hsq : Complex.normSq (∑' k, (coef k : ℂ) * phasor t (-θ) ^ k) ^ 2
      = (1 - 2 * t * Real.cos θ + t ^ 2)⁻¹ := by
    rw [← map_pow, series_sq hz, map_inv₀, normSq_one_sub]
  rw [hc, Complex.mul_conj] at hs
  have hr := Complex.reCLM.hasSum hs
  simp only [Complex.reCLM_apply, Complex.ofReal_re] at hr
  rw [← Real.sqrt_inv, ← hsq, Real.sqrt_sq (Complex.normSq_nonneg _)]
  have e : (fun l => t ^ l * angular l θ) = fun l => (∑ p ∈ antidiagonal l,
      ((coef p.1 : ℂ) * phasor t (-θ) ^ p.1) * ((coef p.2 : ℂ) * phasor t θ ^ p.2)).re := by
    funext l
    rw [Complex.re_sum, angular_eq, mul_sum]
    refine sum_congr rfl fun p hp => ?_
    rw [term_re, mem_antidiagonal.mp hp]
  rw [e]
  exact hr
```

## The error after order p

The remainder starts at order $p+1$. With $|P_l|\le1$,

$$\Big|\sum_{n\ge0}t^{n+p+1}P_{n+p+1}(\theta)\Big|\le|t|^{p+1}\sum_{n\ge0}|t|^n=\frac{|t|^{p+1}}{1-|t|}.$$

In Lean, `range (p + 1)` holds the orders $0,\dots,p$, and `norm_le_of_bounded` makes the comparison.

```lean
/-- For `|t| < 1`, truncating the series after order `p` errs by at most
`|t|^(p+1)/(1-|t|)`. -/
theorem truncation_error {t : ℝ} (ht : |t| < 1) (θ : ℝ) (p : ℕ) :
    |(√(1 - 2 * t * Real.cos θ + t ^ 2))⁻¹ - ∑ l ∈ range (p + 1), t ^ l * angular l θ|
      ≤ |t| ^ (p + 1) / (1 - |t|) := by
  have h := (hasSum_nat_add_iff' (p + 1)).mpr (hasSum_angular ht θ)
  have hg := (hasSum_geometric_of_lt_one (abs_nonneg t) ht).mul_left (|t| ^ (p + 1))
  rw [← Real.norm_eq_abs, div_eq_mul_inv]
  refine h.norm_le_of_bounded hg fun n => ?_
  rw [Real.norm_eq_abs, abs_mul, abs_pow, ← pow_add, add_comm (p + 1) n]
  exact mul_le_of_le_one_right (by positivity) (abs_angular_le_one _ _)
```

At $\theta=0$ every $P_l$ equals $S_l=1$, and the finite geometric sum gives

$$\frac1{1-t}-\sum_{l=0}^{p}t^l=\frac{t^{p+1}}{1-t}.$$

For $0\le t<1$ this equals the bound, which therefore can't be improved uniformly in the angle. The identity itself needs only $t<1$.

```lean
/-- In the forward direction `θ = 0`, for `t < 1`, the closed form minus the sum through
order `p` is exactly `t^(p+1)/(1-t)`. -/
theorem truncation_error_forward {t : ℝ} (ht : t < 1) (p : ℕ) :
    (√(1 - 2 * t * Real.cos 0 + t ^ 2))⁻¹ - ∑ l ∈ range (p + 1), t ^ l * angular l 0
      = t ^ (p + 1) / (1 - t) := by
  have h0 : ∀ l, angular l 0 = 1 := fun l => by
    rw [angular_eq]
    simp only [mul_zero, Real.cos_zero, mul_one]
    exact coef_convolution l
  have hd : 1 - 2 * t * Real.cos 0 + t ^ 2 = (1 - t) ^ 2 := by rw [Real.cos_zero]; ring
  have h1 : 1 - t ≠ 0 := (sub_pos.mpr ht).ne'
  simp only [h0, mul_one]
  rw [hd, Real.sqrt_sq (sub_pos.mpr ht).le, eq_div_iff h1, sub_mul, inv_mul_cancel₀ h1]
  linear_combination -mul_neg_geom_sum t (p + 1)
```

For $l=2$ the definition gives $P_2=\tfrac34\cos2\theta+\tfrac14=\tfrac12(3\cos^2\theta-1)$, the familiar quadrupole function.

```lean
/-- The quadrupole function is `P_2(θ) = (3 cos² θ - 1)/2`. -/
theorem angular_two (θ : ℝ) : angular 2 θ = (3 * Real.cos θ ^ 2 - 1) / 2 := by
  have a0 : coef 0 = 1 := by simp [coef]
  have a1 : coef 1 = 1 / 2 := by norm_num [coef, Nat.centralBinom, Nat.choose]
  have a2 : coef 2 = 3 / 8 := by norm_num [coef, Nat.centralBinom, Nat.choose]
  have h : antidiagonal 2 = {(0, 2), (1, 1), (2, 0)} := by decide
  have e : ((0 : ℝ) - 2) * θ = -(2 * θ) := by ring
  rw [angular_eq, h, sum_insert (by decide), sum_insert (by decide), sum_singleton]
  simp only [a0, a1, a2, Nat.cast_zero, Nat.cast_one, Nat.cast_ofNat, e, sub_zero, sub_self,
    zero_mul, Real.cos_zero, Real.cos_neg, Real.cos_two_mul]
  ring
```

## Back to the two points

Let $x,y$ lie in a real inner product space `V`; physical space is the three-dimensional case. If $\|y\|=\|x\|\,t$, the law of cosines gives $\|x-y\|=\|x\|\sqrt{1-2t\cos\theta+t^2}$.

```lean
variable {V : Type*} [NormedAddCommGroup V] [InnerProductSpace ℝ V]

lemma norm_sub_eq {x y : V} {t : ℝ} (hy : ‖y‖ = ‖x‖ * t) : ‖x - y‖ =
    ‖x‖ * √(1 - 2 * t * Real.cos (InnerProductGeometry.angle x y) + t ^ 2) := by
  have h : ‖x - y‖ ^ 2 =
      ‖x‖ ^ 2 * (1 - 2 * t * Real.cos (InnerProductGeometry.angle x y) + t ^ 2) := by
    rw [norm_sub_sq_real, ← InnerProductGeometry.cos_angle_mul_norm_mul_norm, hy]; ring
  rw [← Real.sqrt_sq (norm_nonneg (x - y)), h, Real.sqrt_mul (sq_nonneg _),
    Real.sqrt_sq (norm_nonneg x)]
```

Dividing the generating function and its error bound by $\|x\|$ gives, for $\|y\|<\|x\|$,

$$\frac1{\|x-y\|}=\sum_{l\ge0}\frac{\|y\|^l}{\|x\|^{l+1}}P_l(\theta),\qquad
|\text{error after order }p|\le\frac{(\|y\|/\|x\|)^{p+1}}{\|x\|-\|y\|}.$$

The hypothesis `hxy` says that the source is closer to the origin than the field point. In the code, `e` pulls the factor $1/\|x\|$ out of each term.

```lean
/-- Multipole expansion of the Coulomb kernel: for a source `y` closer to the origin than the
field point `x`, `1/‖x-y‖` is the sum of `‖y‖^l/‖x‖^(l+1) P_l`, taken at the angle between
`x` and `y`, and stopping after order `p` errs by at most
`(‖y‖/‖x‖)^(p+1)/(‖x‖-‖y‖)`. -/
theorem coulomb_multipole {x y : V} (hxy : ‖y‖ < ‖x‖) :
    HasSum (fun l => ‖y‖ ^ l / ‖x‖ ^ (l + 1) * angular l (InnerProductGeometry.angle x y))
      ‖x - y‖⁻¹ ∧
    ∀ p : ℕ, |‖x - y‖⁻¹ - ∑ l ∈ range (p + 1),
        ‖y‖ ^ l / ‖x‖ ^ (l + 1) * angular l (InnerProductGeometry.angle x y)|
      ≤ (‖y‖ / ‖x‖) ^ (p + 1) / (‖x‖ - ‖y‖) := by
  have hx : 0 < ‖x‖ := (norm_nonneg y).trans_lt hxy
  obtain ⟨t, ht⟩ : ∃ t, t = ‖y‖ / ‖x‖ := ⟨_, rfl⟩
  have hy : ‖y‖ = ‖x‖ * t := by rw [ht]; exact (mul_div_cancel₀ _ hx.ne').symm
  have t0 : 0 ≤ t := by rw [ht]; positivity
  have t1 : |t| < 1 := by rw [abs_of_nonneg t0, ht]; exact (div_lt_one hx).mpr hxy
  -- each multipole term is a scaled term of the generating function
  have e : ∀ l, ‖y‖ ^ l / ‖x‖ ^ (l + 1) * angular l (InnerProductGeometry.angle x y)
      = ‖x‖⁻¹ * (t ^ l * angular l (InnerProductGeometry.angle x y)) := fun l => by
    rw [ht, div_pow, pow_succ, div_eq_mul_inv, div_eq_mul_inv, mul_inv]; ring
  simp only [e]
  rw [norm_sub_eq hy, mul_inv]
  refine ⟨(hasSum_angular t1 _).mul_left _, fun p => ?_⟩
  have hb := truncation_error t1 (InnerProductGeometry.angle x y) p
  rw [abs_of_nonneg t0] at hb
  have hd : ‖x‖ - ‖y‖ = ‖x‖ * (1 - t) := by rw [hy]; ring
  rw [← mul_sum, ← mul_sub, abs_mul, abs_of_pos (inv_pos.mpr hx), ← ht, hd]
  refine (mul_le_mul_of_nonneg_left hb (inv_pos.mpr hx).le).trans_eq ?_
  rw [div_eq_mul_inv, div_eq_mul_inv, mul_inv]; ring

end

end MultipoleExpansion
```

```lean
#print axioms MultipoleExpansion.truncation_error
#print axioms MultipoleExpansion.truncation_error_forward
#print axioms MultipoleExpansion.angular_two
#print axioms MultipoleExpansion.coulomb_multipole
```

```
'MultipoleExpansion.truncation_error' depends on axioms: [propext, Classical.choice, Quot.sound]
'MultipoleExpansion.truncation_error_forward' depends on axioms: [propext, Classical.choice, Quot.sound]
'MultipoleExpansion.angular_two' depends on axioms: [propext, Classical.choice, Quot.sound]
'MultipoleExpansion.coulomb_multipole' depends on axioms: [propext, Classical.choice, Quot.sound]
```

## A source at half the distance

Take $\|x\|=2$, $\|y\|=1$ and $\theta=60^\circ$. Then $\|x-y\|=\sqrt3$, and the exact value is $1/\sqrt3\approx0.5774$. With $P_0=1$, $P_1=\tfrac12$, $P_2=-\tfrac18$, the sum through the quadrupole is

$$\tfrac12+\tfrac14\cdot\tfrac12-\tfrac18\cdot\tfrac18\approx0.6094 .$$

The error is about $0.032$, and the bound is $(1/2)^3/(2-1)=0.125$. At $\theta=0$ the exact value is $1$ and the sum is $0.875$, so the bound is attained.

## From one source to a charge distribution

Molecular simulation and electronic-structure codes use multipole expansions for distant charges; the bound here concerns one point source and an expansion about the origin. For an extended charge density there is a further step, the integration over $y$. If the charge is confined to a ball about the origin of radius smaller than $\|x\|$, the bound applies to every source point. The tail of a molecular electron density extends beyond any such ball, and the theorem doesn't cover the part with $\|y\|\ge\|x\|$. Separating the directions of $x$ and $y$ within each $P_l$ is the task of the spherical-harmonic addition theorem, which is not used here.
